# A time-reversal-invariant perturbation does not split a Kramers pair at first order

Let T be a time-reversal operation with T² = −1, and let V be a symmetric perturbation that commutes with T. Then, for every state ψ,

⟨Tψ, Vψ⟩ = 0 and ⟨Tψ, VTψ⟩ = ⟨ψ, Vψ⟩.

The perturbation does not couple ψ to its partner Tψ, and it has the same expectation value in both. If ψ ≠ 0, the first-order secular equation on the pair therefore has the single root ⟨ψ, Vψ⟩/⟨ψ, ψ⟩. Conversely, a symmetric V whose expectation values in ψ and Tψ agree for every ψ must commute with T.

## Where the pair comes from

Time reversal is antiunitary: it conjugates scalars and reverses inner products. For a system with an odd number of spin one-half particles it also satisfies T² = −1, and this sign stands for half-integer total spin.

Suppose that an unperturbed Hamiltonian H₀ commutes with T and that H₀ψ = E₀ψ with E₀ real. Then

H₀Tψ = TH₀ψ = T(E₀ψ) = E₀Tψ,

so Tψ belongs to the same level. Kramers' theorem says that Tψ is a new state and not a multiple of ψ, so that exact levels of such a Hamiltonian are degenerate. The question here is a narrower one about perturbation theory: given a pair ψ, Tψ, what does a perturbation V do to it at first order? Degenerate perturbation theory answers with the eigenvalues of V restricted to the degenerate level, and if the level consists of just this pair, that is a 2×2 problem.

Spin-orbit coupling and electrostatic potentials commute with T. The Zeeman term of an external magnetic field changes sign under T, and it can split the pair. For an odd number of electrons, and with H₀ and V both commuting with T, the result means that one expectation value gives the first-order shift of both partners, provided that the level contains no further pairs to which V could couple them.

## The statements in words

The space `E` is a complex inner-product space of any dimension, and it need not be complete. The inner product `⟪x, y⟫_ℂ` is conjugate-linear in x and linear in y, which is the physicist's convention.

The type `E →ₛₗ[starRingEnd ℂ] E` is that of conjugate-linear maps, so the antilinearity of T is built into its type. The definition `IsTimeReversal` adds the two remaining properties, ⟨Tx, Ty⟩ = ⟨y, x⟩ and T(Tx) = −x.

The perturbation is a linear map `V` with two hypotheses. `V.IsSymmetric` says that ⟨Vx, y⟩ = ⟨x, Vy⟩ for all x and y, and `hc` says that V(Tx) = T(Vx) for all x. Because V is defined on all of `E`, an unbounded operator fits only if `E` is taken to be a domain that both V and T map into itself.

For an operator A, `pairMatrix T A ψ` is the matrix of its elements between ψ and Tψ, in that order:

first row: ⟨ψ, Aψ⟩, ⟨ψ, ATψ⟩

second row: ⟨Tψ, Aψ⟩, ⟨Tψ, ATψ⟩

With A equal to the identity this is the overlap matrix, so ψ does not have to be normalised. The theorem `first_order_secular_iff` says that, for ψ ≠ 0 and any complex number ε, the determinant of the V matrix minus ε times the overlap matrix vanishes exactly when ε = ⟨ψ, Vψ⟩/⟨ψ, ψ⟩. For a normalised state the root is simply ⟨ψ, Vψ⟩.

The theorem `expectation_eq_iff_commute` keeps the symmetry of V but turns commutation into one side of an equivalence. The other side is equality of the two expectation values for all ψ; equality for one particular ψ would not be enough.

No unperturbed Hamiltonian appears in these statements. They concern the matrix of V on one pair, for an arbitrary ψ, and they say nothing about higher orders or about the convergence of a perturbation series. This does not mean that the pair splits at higher order: if H₀ commutes with T, so does H₀ + V, and Kramers' theorem then says that its exact levels are degenerate too.

## The coupling equals its own negative

Apply antiunitarity to the vectors Vψ and Tψ. It gives

⟨Tψ, Vψ⟩ = ⟨TVψ, TTψ⟩.

Since TTψ = −ψ, the right-hand side is −⟨TVψ, ψ⟩. Commutation turns this into −⟨VTψ, ψ⟩, and the symmetry of V moves V to the other side:

⟨Tψ, Vψ⟩ = −⟨VTψ, ψ⟩ = −⟨Tψ, Vψ⟩.

A number equal to its own negative is zero. The minus sign came from T² = −1; with T² = +1 the same chain would end in ⟨Tψ, Vψ⟩ = ⟨Tψ, Vψ⟩ and give no information.

The other off-diagonal element vanishes as well, because

⟨ψ, VTψ⟩ = ⟨Vψ, Tψ⟩ = conj⟨Tψ, Vψ⟩ = 0.

## The two expectation values agree

Commutation, antiunitarity and symmetry, used in this order, give

⟨Tψ, VTψ⟩ = ⟨Tψ, TVψ⟩ = ⟨Vψ, ψ⟩ = ⟨ψ, Vψ⟩.

The sign of T² plays no part in this step.

## The secular determinant is a square

Write a = ⟨ψ, Vψ⟩ and n = ⟨ψ, ψ⟩. By the two previous results, the matrix of V on the pair is a times the 2×2 identity matrix. The identity operator is also symmetric and commutes with T, so the same results apply to it: the overlap matrix is n times the identity matrix. In particular, ψ and Tψ are orthogonal and have equal norms.

The secular equation is therefore

det(a·1 − εn·1) = (a − εn)² = 0.

For ψ ≠ 0 we have n ≠ 0, and the only solution is ε = a/n. It is a double root, so both first-order energies coincide.

## Equal expectation values force commutation

Now let V be symmetric, and assume that ⟨Tψ, VTψ⟩ = ⟨ψ, Vψ⟩ for every ψ. Define the time-reversed perturbation

W = −TVT.

It is linear, because the two conjugations of a scalar cancel. It also satisfies

TWx = −TTVTx = VTx.

Its expectation values follow from antiunitarity, this identity, the assumption and the symmetry of V:

⟨Wx, x⟩ = ⟨Tx, TWx⟩ = ⟨Tx, VTx⟩ = ⟨x, Vx⟩ = ⟨Vx, x⟩.

Let D = W − V, so that ⟨Dx, x⟩ = 0 for every x. Replacing x by x + y and expanding gives

⟨Dx, y⟩ + ⟨Dy, x⟩ = 0.

Replacing y by iy in this equation gives

i⟨Dx, y⟩ − i⟨Dy, x⟩ = 0.

The two equations together yield ⟨Dx, y⟩ = 0 for all x and y. The choice y = Dx then shows that Dx = 0, so W = V. Inserting this into TWx = VTx gives TVx = VTx, which is the commutation relation.

## Two sites with spin-dependent hopping

In a two-dimensional space, a nonzero ψ and its partner Tψ already form an orthogonal basis, so every V that meets the hypotheses is a multiple of the identity. A spin one-half particle on two sites leaves room for more. Order the components x₀, x₁, x₂, x₃ as site 1 up, site 1 down, site 2 up, site 2 down, and set

Tx = (−conj x₁, conj x₀, −conj x₃, conj x₂),

Vx = (i x₂, −i x₃, −i x₀, i x₁).

V moves the particle between the sites with an imaginary amplitude whose sign depends on the spin, a simple model of spin-orbit coupling. It has no diagonal elements in this basis and is not zero, so it is not a multiple of the identity.

Applying T twice returns −x in each component. For the inner product,

⟨Tx, Ty⟩ = x₁ conj y₁ + x₀ conj y₀ + x₃ conj y₃ + x₂ conj y₂ = ⟨y, x⟩.

For the symmetry of V, both ⟨Vx, y⟩ and ⟨x, Vy⟩ are equal to

i conj(x₀) y₂ − i conj(x₁) y₃ − i conj(x₂) y₀ + i conj(x₃) y₁.

For commutation, both orders of the two maps give

VTx = TVx = (−i conj x₃, −i conj x₂, i conj x₁, i conj x₀).

The minus sign from conjugating i is compensated by the opposite amplitude for the opposite spin.

## The complete Lean file

```lean
import Mathlib

open scoped InnerProductSpace
open ComplexConjugate

namespace KramersFirstOrder

noncomputable section

variable {E : Type*} [NormedAddCommGroup E] [InnerProductSpace ℂ E]

/-- Time reversal of half-integer spin: a conjugate-linear map that reverses inner products
and squares to minus one. -/
def IsTimeReversal (T : E →ₛₗ[starRingEnd ℂ] E) : Prop :=
  (∀ x y, ⟪T x, T y⟫_ℂ = ⟪y, x⟫_ℂ) ∧ ∀ x, T (T x) = -x

/-- The matrix elements of an operator `A` between the two members `ψ` and `T ψ` of a
Kramers pair. -/
def pairMatrix (T : E →ₛₗ[starRingEnd ℂ] E) (A : E →ₗ[ℂ] E) (ψ : E) :
    Matrix (Fin 2) (Fin 2) ℂ :=
  !![⟪ψ, A ψ⟫_ℂ, ⟪ψ, A (T ψ)⟫_ℂ; ⟪T ψ, A ψ⟫_ℂ, ⟪T ψ, A (T ψ)⟫_ℂ]

/-- A symmetric perturbation that commutes with time reversal does not couple a state to its
Kramers partner. -/
theorem coupling_eq_zero {T : E →ₛₗ[starRingEnd ℂ] E} (hT : IsTimeReversal T)
    {V : E →ₗ[ℂ] E} (hV : V.IsSymmetric) (hc : ∀ x, V (T x) = T (V x)) (ψ : E) :
    ⟪T ψ, V ψ⟫_ℂ = 0 := by
  -- time reversal maps the matrix element to minus itself
  have h : ⟪T ψ, V ψ⟫_ℂ = -⟪T ψ, V ψ⟫_ℂ := by
    calc ⟪T ψ, V ψ⟫_ℂ = ⟪T (V ψ), T (T ψ)⟫_ℂ := (hT.1 _ _).symm
      _ = -⟪V (T ψ), ψ⟫_ℂ := by rw [hT.2, inner_neg_right, hc]
      _ = -⟪T ψ, V ψ⟫_ℂ := by rw [hV (T ψ) ψ]
  linear_combination h / 2

/-- A symmetric perturbation that commutes with time reversal has the same expectation value
in both members of a Kramers pair. -/
theorem expectation_eq {T : E →ₛₗ[starRingEnd ℂ] E} (hT : IsTimeReversal T)
    {V : E →ₗ[ℂ] E} (hV : V.IsSymmetric) (hc : ∀ x, V (T x) = T (V x)) (ψ : E) :
    ⟪T ψ, V (T ψ)⟫_ℂ = ⟪ψ, V ψ⟫_ℂ := by
  rw [hc, hT.1]
  exact hV ψ ψ

/-- On a Kramers pair, the matrix of a symmetric perturbation that commutes with time reversal is
`⟨ψ, V ψ⟩` times the identity matrix. -/
theorem pairMatrix_eq_smul_one {T : E →ₛₗ[starRingEnd ℂ] E} (hT : IsTimeReversal T)
    {V : E →ₗ[ℂ] E} (hV : V.IsSymmetric) (hc : ∀ x, V (T x) = T (V x)) (ψ : E) :
    pairMatrix T V ψ = ⟪ψ, V ψ⟫_ℂ • (1 : Matrix (Fin 2) (Fin 2) ℂ) := by
  have h1 := coupling_eq_zero hT hV hc ψ
  have h2 : ⟪ψ, V (T ψ)⟫_ℂ = 0 := by
    rw [← hV ψ (T ψ), ← inner_conj_symm, h1, map_zero]
  have h3 := expectation_eq hT hV hc ψ
  unfold pairMatrix
  rw [h1, h2, h3]
  ext i j
  fin_cases i <;> fin_cases j <;> simp

/-- For a symmetric perturbation that commutes with time reversal and a nonzero `ψ`, the secular
equation on the pair `ψ`, `T ψ`, with its overlap matrix, has the single root `⟨ψ, V ψ⟩ / ⟨ψ, ψ⟩`.
-/
theorem first_order_secular_iff {T : E →ₛₗ[starRingEnd ℂ] E} (hT : IsTimeReversal T)
    {V : E →ₗ[ℂ] E} (hV : V.IsSymmetric) (hc : ∀ x, V (T x) = T (V x))
    {ψ : E} (hψ : ψ ≠ 0) (ε : ℂ) :
    (pairMatrix T V ψ - ε • pairMatrix T LinearMap.id ψ).det = 0 ↔
      ε = ⟪ψ, V ψ⟫_ℂ / ⟪ψ, ψ⟫_ℂ := by
  have hn : ⟪ψ, ψ⟫_ℂ ≠ 0 := inner_self_ne_zero.mpr hψ
  -- the overlap matrix is the case of the identity operator
  have hS : pairMatrix T LinearMap.id ψ = ⟪ψ, ψ⟫_ℂ • (1 : Matrix (Fin 2) (Fin 2) ℂ) :=
    pairMatrix_eq_smul_one hT (V := LinearMap.id) (fun _ _ => rfl) (fun _ => rfl) ψ
  -- the secular determinant is a perfect square
  have hdet (a b l : ℂ) :
      (a • (1 : Matrix (Fin 2) (Fin 2) ℂ) - l • (b • (1 : Matrix (Fin 2) (Fin 2) ℂ))).det
        = (a - l * b) ^ 2 := by
    rw [smul_smul, ← sub_smul, Matrix.det_smul, Matrix.det_one, Fintype.card_fin, mul_one]
  rw [pairMatrix_eq_smul_one hT hV hc, hS, hdet, pow_eq_zero_iff two_ne_zero, sub_eq_zero,
    eq_div_iff hn]
  exact eq_comm

/-- A symmetric perturbation has equal expectation values in `ψ` and `T ψ` for every `ψ`
exactly when it commutes with time reversal. -/
theorem expectation_eq_iff_commute {T : E →ₛₗ[starRingEnd ℂ] E} (hT : IsTimeReversal T)
    {V : E →ₗ[ℂ] E} (hV : V.IsSymmetric) :
    (∀ ψ, ⟪T ψ, V (T ψ)⟫_ℂ = ⟪ψ, V ψ⟫_ℂ) ↔ ∀ x, V (T x) = T (V x) := by
  refine ⟨fun h => ?_, fun hc => expectation_eq hT hV hc⟩
  -- the time-reversed perturbation is again a linear operator
  let W : E →ₗ[ℂ] E :=
    { toFun := fun x => -T (V (T x))
      map_add' := by
        intro x y
        simp only [map_add]
        abel
      map_smul' := by
        intro c x
        simp [map_smulₛₗ] }
  have hTW (x : E) : T (W x) = V (T x) := by
    change T (-T (V (T x))) = V (T x)
    rw [map_neg, hT.2, neg_neg]
  -- equal expectation values in all states force equal operators
  have hWV : W = V := by
    apply (ext_inner_map W V).mp
    intro x
    rw [← hT.1 x (W x), hTW, h x]
    exact (hV x x).symm
  intro x
  rw [← hTW x, hWV]

/-- Time reversal of a spin one-half particle on two sites, with components ordered as
site 1 up, site 1 down, site 2 up, site 2 down. -/
def spinReversal : EuclideanSpace ℂ (Fin 4) →ₛₗ[starRingEnd ℂ] EuclideanSpace ℂ (Fin 4) where
  toFun x := !₂[-conj (x 1), conj (x 0), -conj (x 3), conj (x 2)]
  map_add' x y := by
    ext i
    fin_cases i <;> simp <;> ring
  map_smul' c x := by
    ext i
    fin_cases i <;> simp

/-- Hopping between the two sites with an imaginary amplitude of opposite sign for spin up and
spin down. -/
def spinOrbitHopping : EuclideanSpace ℂ (Fin 4) →ₗ[ℂ] EuclideanSpace ℂ (Fin 4) where
  toFun x := !₂[Complex.I * x 2, -Complex.I * x 3, -Complex.I * x 0, Complex.I * x 1]
  map_add' x y := by
    ext i
    fin_cases i <;> simp <;> ring
  map_smul' c x := by
    ext i
    fin_cases i <;> simp <;> ring

/-- On two sites, spin reversal is a time reversal of half-integer spin, and the spin-dependent
hopping is symmetric and commutes with it. -/
theorem spinOrbitHopping_witness :
    IsTimeReversal spinReversal ∧ spinOrbitHopping.IsSymmetric ∧
      ∀ x, spinOrbitHopping (spinReversal x) = spinReversal (spinOrbitHopping x) := by
  refine ⟨⟨fun x y => ?_, fun x => ?_⟩, fun x y => ?_, fun x => ?_⟩
  · simp [spinReversal, PiLp.inner_apply, Fin.sum_univ_four]
    ring
  · ext i
    fin_cases i <;> simp [spinReversal]
  · simp [spinOrbitHopping, PiLp.inner_apply, Fin.sum_univ_four]
    ring
  · ext i
    fin_cases i <;> simp [spinReversal, spinOrbitHopping]

end

end KramersFirstOrder
```

```lean
#print axioms KramersFirstOrder.first_order_secular_iff
-- 'KramersFirstOrder.first_order_secular_iff' depends on axioms: [propext, Classical.choice, Quot.sound]
#print axioms KramersFirstOrder.expectation_eq_iff_commute
-- 'KramersFirstOrder.expectation_eq_iff_commute' depends on axioms: [propext, Classical.choice, Quot.sound]
```

## From matrix elements to the double root

`coupling_eq_zero` follows the derivation of the vanishing coupling line by line. In its `calc` block, the first step is antiunitarity, `hT.1`, read from right to left. The second uses `hT.2` for T² = −1, takes the sign out of the inner product and applies commutation. The third is the symmetry of V. The resulting equation `h` says that the coupling equals its negative, and `linear_combination h / 2` concludes that it is zero.

`expectation_eq` rewrites with commutation and antiunitarity. What remains is ⟨Vψ, ψ⟩ = ⟨ψ, Vψ⟩, which is `hV ψ ψ`.

`pairMatrix_eq_smul_one` collects the matrix elements. The lower off-diagonal element is `h1`, the upper one is obtained from it in `h2` by symmetry and conjugation, and `h3` is the equality of the diagonal elements. After these substitutions, the proof compares the four entries with those of a scalar matrix.

`first_order_secular_iff` uses that lemma twice, once for V and once for `LinearMap.id`, whose symmetry and commutation with T hold by definition. The auxiliary statement `hdet` evaluates the determinant for arbitrary scalars as `(a - l * b) ^ 2`. The final rewriting passes from a vanishing square to a vanishing base and then divides by ⟨ψ, ψ⟩. That division is justified by `hn`, the one place where ψ ≠ 0 is used.

## The time-reversed operator in the converse

In `expectation_eq_iff_commute`, the direction from commutation to equal expectation values is `expectation_eq` again. For the other direction, the proof builds `W` as a linear map. The field `map_smul'` is where the two conjugations cancel, and `hTW` is the identity TWx = VTx.

The equality `hWV` comes from the Mathlib lemma `ext_inner_map`, which states that two linear maps on a complex inner-product space are equal if ⟨Wx, x⟩ = ⟨Vx, x⟩ for all x. It takes the place of the expansion with x + y and x + iy. The rewriting that follows is the chain of expectation values from the derivation, and the last two lines replace W by V in `hTW`.

## Checking the two-site model

`spinReversal` and `spinOrbitHopping` are given by their components, together with proofs that they are conjugate-linear and linear respectively. The theorem `spinOrbitHopping_witness` then establishes four properties: antiunitarity, T² = −1, the symmetry of V and commutation. The two that involve inner products are proved by writing out the sum over four components and comparing polynomials with `ring`; the other two are checked component by component. The hypotheses on T and V in the general theorems are thus met by a concrete spin-dependent perturbation.
